# The Velický Ward identity for the single-site vertex of the coherent potential approximation

A formal statement about the coherent potential approximation (CPA) has to decide how much of the lattice to keep. In a tight-binding model with one orbital per site and random site energies, the CPA replaces the random levels by a coherent potential S. At a physical energy z the local Green function G of that medium follows from S and the band structure, and a single site sees its surroundings only through the complex number w = S + 1/G, the cavity energy. The self-consistency condition then says that G is the average of 1/(w − e) over the site levels e. Here w is taken as the independent variable, and G and S are defined from it. The band structure and the energy z do not appear, so the statements apply to any cavity energies a lattice supplies that meet their hypotheses, and they say nothing about whether the lattice equations have a solution.

## The single-site quantities

The site species are labelled by i in a finite type `ι`. Species i has a level eᵢ and a weight pᵢ, its concentration.

```lean
import Mathlib

open Finset ComplexConjugate

namespace VelickyWard

noncomputable section

variable {ι : Type*} [Fintype ι]
```

The configuration average of a quantity f with values fᵢ is

⟨f⟩ = Σᵢ pᵢ fᵢ

The levels are complex and the weights real. Until the retarded–advanced case the only condition on the weights is Σᵢ pᵢ = 1, the hypothesis `hp`, and they need not be positive.

```lean
/-- Configuration average `⟨f⟩` over a finite set of site species with weights `p`. -/
def avg (p : ι → ℝ) (f : ι → ℂ) : ℂ := ∑ i, (p i : ℂ) * f i
```

With gᵢ(w) = 1/(w − eᵢ), the propagator on a site of species i placed in the cavity, the averaged local Green function and the coherent potential are

G(w) = ⟨g(w)⟩

S(w) = w − 1/G(w)

```lean
/-- Averaged local Green function `G = ⟨1/(w - e)⟩` at cavity energy `w`. -/
def locG (p : ι → ℝ) (e : ι → ℂ) (w : ℂ) : ℂ := avg p fun i => (w - e i)⁻¹

/-- Coherent potential `S = w - 1/G`. -/
def selfEnergy (p : ι → ℝ) (e : ι → ℂ) (w : ℂ) : ℂ := w - (locG p e w)⁻¹
```

Putting species i on one site of the coherent medium perturbs it by eᵢ − S. Repeated scattering on that site sums to the single-site t-matrix, and this closed form is the definition used:

tᵢ(w) = (eᵢ − S)/(1 − (eᵢ − S) G)

```lean
/-- Single-site t-matrix `(e - S)/(1 - (e - S) G)` of species `i` in the coherent medium. -/
def siteT (p : ι → ℝ) (e : ι → ℂ) (w : ℂ) (i : ι) : ℂ :=
  (e i - selfEnergy p e w) / (1 - (e i - selfEnergy p e w) * locG p e w)
```

Two-particle quantities involve two cavity energies w₁ and w₂. Subscripts 1 and 2 on g, G, S and t mark the energy at which each is evaluated. Both particles meet the same species, so the averages are of products. The pair propagator `pairG` is

K(w₁, w₂) = ⟨g₁ g₂⟩

and `pairT` is ⟨t₁ t₂⟩.

```lean
/-- Averaged pair propagator `K = ⟨1/(w₁ - e) · 1/(w₂ - e)⟩`. -/
def pairG (p : ι → ℝ) (e : ι → ℂ) (w₁ w₂ : ℂ) : ℂ :=
  avg p fun i => (w₁ - e i)⁻¹ * (w₂ - e i)⁻¹

/-- Averaged product `⟨t₁ t₂⟩` of the t-matrices at two cavity energies. -/
def pairT (p : ι → ℝ) (e : ι → ℂ) (w₁ w₂ : ℂ) : ℂ :=
  avg p fun i => siteT p e w₁ i * siteT p e w₂ i
```

The local vertex is ⟨t₁ t₂⟩ with the repeated pair scattering on the same site removed:

Λ(w₁, w₂) = ⟨t₁ t₂⟩/(1 + G₁ G₂ ⟨t₁ t₂⟩)

This formula is adopted as the definition of `vertex`. That the irreducible vertex of the lattice problem is local and has this form is an input from the CPA. Lean sets x/0 = 0, so the theorems exclude w = eᵢ and G = 0 by hypothesis and prove separately that the denominators do not vanish: that of t under these hypotheses (`siteT_eq`), and that of Λ under the further hypothesis K ≠ 0 (`vertex_eq`) or G₁ ≠ G₂ (`velicky_ward`).

```lean
/-- Local vertex `⟨t₁ t₂⟩ / (1 + G₁ G₂ ⟨t₁ t₂⟩)`. -/
def vertex (p : ι → ℝ) (e : ι → ℂ) (w₁ w₂ : ℂ) : ℂ :=
  pairT p e w₁ w₂ / (1 + locG p e w₁ * locG p e w₂ * pairT p e w₁ w₂)
```

## The coherent potential and the CPA condition

For G ≠ 0, the equation G (w − S) = 1 has exactly one solution. If it holds, then w − S = 1/G and S = w − 1/G; conversely that value gives G · (1/G) = 1. The definition of `selfEnergy` is therefore the same as G = 1/(w − S). The two branches of `dyson_iff` are these two implications.

```lean
variable {p : ι → ℝ} {e : ι → ℂ} {w w₁ w₂ : ℂ}

/-- For nonzero `G`, the coherent potential is the unique `S` with `G (w - S) = 1`. -/
theorem dyson_iff (hG : locG p e w ≠ 0) (S : ℂ) :
    locG p e w * (w - S) = 1 ↔ S = selfEnergy p e w := by
  unfold selfEnergy
  constructor
  · intro h
    rw [inv_eq_of_mul_eq_one_right h]
    ring
  · intro h
    rw [h, sub_sub_cancel]
    exact mul_inv_cancel₀ hG
```

Inserting S = w − 1/G into the denominator of tᵢ gives

1 − (eᵢ − S) G = 1 − (eᵢ − w) G − 1 = (w − eᵢ) G

which is nonzero for w ≠ eᵢ and G ≠ 0. The numerator is eᵢ − S = 1/G − (w − eᵢ), so

tᵢ = [1/G − (w − eᵢ)]/[(w − eᵢ) G] = gᵢ/G² − 1/G = (gᵢ − G)/G²

The t-matrix is the fluctuation of gᵢ about its mean, divided by G². In `siteT_eq` the factorisation is `hd`, obtained by `linear_combination` from (1/G) G = 1, and `field_simp` with `ring` clears the remaining fractions.

```lean
/-- The denominator of the t-matrix does not vanish, and `t = (1/(w - e) - G)/G²`. -/
theorem siteT_eq {i : ι} (hw : w ≠ e i) (hG : locG p e w ≠ 0) :
    1 - (e i - selfEnergy p e w) * locG p e w ≠ 0 ∧
      siteT p e w i = ((w - e i)⁻¹ - locG p e w) / locG p e w ^ 2 := by
  have hwe : w - e i ≠ 0 := sub_ne_zero.mpr hw
  -- the denominator factorises as (w - e) G
  have hd : 1 - (e i - selfEnergy p e w) * locG p e w = (w - e i) * locG p e w := by
    unfold selfEnergy
    linear_combination (-1 : ℂ) * inv_mul_cancel₀ hG
  refine ⟨by rw [hd]; exact mul_ne_zero hwe hG, ?_⟩
  unfold siteT
  rw [hd]
  unfold selfEnergy
  field_simp
  ring
```

Averaging, with ⟨g⟩ = G and ⟨1⟩ = 1,

⟨t⟩ = (G − G)/G² = 0

This is the CPA condition, and with w as the variable it is a consequence of the definitions. The step `ht` splits pᵢ tᵢ into a term proportional to pᵢ gᵢ and a term proportional to pᵢ, which `hs` and `hp'` sum to G and 1.

```lean
/-- CPA condition: the averaged single-site t-matrix vanishes. -/
theorem avg_siteT (hp : ∑ i, p i = 1) (hw : ∀ i, w ≠ e i) (hG : locG p e w ≠ 0) :
    avg p (siteT p e w) = 0 := by
  have hp' : ∑ i, (p i : ℂ) = 1 := by exact_mod_cast hp
  have hs : ∑ i, (p i : ℂ) * (w - e i)⁻¹ = locG p e w := rfl
  have ht : ∀ i, (p i : ℂ) * siteT p e w i = (locG p e w ^ 2)⁻¹ * ((p i : ℂ) * (w - e i)⁻¹)
      - (locG p e w ^ 2)⁻¹ * locG p e w * (p i : ℂ) := by
    intro i
    rw [(siteT_eq (hw i) hG).2]
    ring
  simp only [avg, ht, Finset.sum_sub_distrib, ← Finset.mul_sum, hp', hs]
  ring
```

## Two energies

For each species,

g₁ − g₂ = [(w₂ − eᵢ) − (w₁ − eᵢ)] g₁ g₂ = (w₂ − w₁) g₁ g₂

and the average of this is the resolvent identity

G₁ − G₂ = (w₂ − w₁) K

It does not need the weights to be normalised. The proof compares the two sums term by term with `Finset.sum_congr`.

```lean
/-- Averaged resolvent identity `G₁ - G₂ = (w₂ - w₁) K`. -/
theorem resolvent_identity (h₁ : ∀ i, w₁ ≠ e i) (h₂ : ∀ i, w₂ ≠ e i) :
    locG p e w₁ - locG p e w₂ = (w₂ - w₁) * pairG p e w₁ w₂ := by
  simp only [locG, pairG, avg, Finset.mul_sum, ← Finset.sum_sub_distrib]
  refine Finset.sum_congr rfl fun i _ => ?_
  have a := sub_ne_zero.mpr (h₁ i)
  have b := sub_ne_zero.mpr (h₂ i)
  field_simp
  ring
```

The product of the two t-matrices expands into four terms:

⟨(g₁ − G₁)(g₂ − G₂)⟩ = K − G₂ G₁ − G₁ G₂ + G₁ G₂ = K − G₁ G₂

⟨t₁ t₂⟩ = (K − G₁ G₂)/(G₁² G₂²)

In `pairT_eq` the constant `c` is 1/(G₁² G₂²), `ht` is the four-term expansion for one species, and `s₃`, `s₁`, `s₂`, `hp'` are the four averages in the order written.

```lean
/-- The averaged product of t-matrices is `(K - G₁ G₂)/(G₁² G₂²)`. -/
theorem pairT_eq (hp : ∑ i, p i = 1) (h₁ : ∀ i, w₁ ≠ e i) (h₂ : ∀ i, w₂ ≠ e i)
    (hG₁ : locG p e w₁ ≠ 0) (hG₂ : locG p e w₂ ≠ 0) :
    pairT p e w₁ w₂ = (pairG p e w₁ w₂ - locG p e w₁ * locG p e w₂)
      / (locG p e w₁ ^ 2 * locG p e w₂ ^ 2) := by
  have hp' : ∑ i, (p i : ℂ) = 1 := by exact_mod_cast hp
  have s₁ : ∑ i, (p i : ℂ) * (w₁ - e i)⁻¹ = locG p e w₁ := rfl
  have s₂ : ∑ i, (p i : ℂ) * (w₂ - e i)⁻¹ = locG p e w₂ := rfl
  have s₃ : ∑ i, (p i : ℂ) * ((w₁ - e i)⁻¹ * (w₂ - e i)⁻¹) = pairG p e w₁ w₂ := rfl
  obtain ⟨c, hc⟩ : ∃ c, c = (locG p e w₁ ^ 2 * locG p e w₂ ^ 2)⁻¹ := ⟨_, rfl⟩
  have ht : ∀ i, (p i : ℂ) * (siteT p e w₁ i * siteT p e w₂ i) =
      c * ((p i : ℂ) * ((w₁ - e i)⁻¹ * (w₂ - e i)⁻¹))
        - c * locG p e w₂ * ((p i : ℂ) * (w₁ - e i)⁻¹)
        - c * locG p e w₁ * ((p i : ℂ) * (w₂ - e i)⁻¹)
        + c * locG p e w₁ * locG p e w₂ * (p i : ℂ) := by
    intro i
    rw [(siteT_eq (h₁ i) hG₁).2, (siteT_eq (h₂ i) hG₂).2, hc]
    ring
  simp only [pairT, avg, ht, Finset.sum_add_distrib, Finset.sum_sub_distrib,
    ← Finset.mul_sum, hp', s₁, s₂, s₃]
  rw [hc]
  ring
```

The denominator of the vertex follows:

1 + G₁ G₂ ⟨t₁ t₂⟩ = 1 + (K − G₁ G₂)/(G₁ G₂) = K/(G₁ G₂)

For K ≠ 0 it is nonzero, and

Λ = [(K − G₁ G₂)/(G₁² G₂²)] · (G₁ G₂/K) = 1/(G₁ G₂) − 1/K

Besides normalised weights, energies off all levels and nonzero G₁ and G₂, the lemma `vertex_eq` assumes K ≠ 0, and it allows w₁ = w₂, so it serves both the finite-difference and the differential identity. Its `hd` is the first of the two lines.

```lean
/-- For nonzero `K` the denominator of the vertex is nonzero and the vertex equals
`1/(G₁ G₂) - 1/K`. -/
theorem vertex_eq (hp : ∑ i, p i = 1) (h₁ : ∀ i, w₁ ≠ e i) (h₂ : ∀ i, w₂ ≠ e i)
    (hG₁ : locG p e w₁ ≠ 0) (hG₂ : locG p e w₂ ≠ 0) (hK : pairG p e w₁ w₂ ≠ 0) :
    1 + locG p e w₁ * locG p e w₂ * pairT p e w₁ w₂ ≠ 0 ∧
      vertex p e w₁ w₂ = (locG p e w₁ * locG p e w₂)⁻¹ - (pairG p e w₁ w₂)⁻¹ := by
  have hT := pairT_eq hp h₁ h₂ hG₁ hG₂
  have hd : 1 + locG p e w₁ * locG p e w₂ * pairT p e w₁ w₂
      = pairG p e w₁ w₂ / (locG p e w₁ * locG p e w₂) := by
    rw [hT]
    field_simp
    ring
  refine ⟨by rw [hd]; exact div_ne_zero hK (mul_ne_zero hG₁ hG₂), ?_⟩
  unfold vertex
  rw [hd, hT]
  field_simp
```

## The Ward identity

Let G₁ ≠ G₂. If K were zero, the resolvent identity would give G₁ − G₂ = 0, so K ≠ 0. Multiplying the two terms of Λ by G₁ − G₂ gives

(G₁ − G₂)/K = w₂ − w₁

(G₁ − G₂)/(G₁ G₂) = 1/G₂ − 1/G₁

and the second minus the first is

Λ (G₁ − G₂) = (w₁ − 1/G₁) − (w₂ − 1/G₂) = S₁ − S₂

In words, `velicky_ward` takes finitely many complex levels with real weights of sum one (`hp`), two cavity energies off all levels (`h₁`, `h₂`), and nonzero, distinct G₁ and G₂ (`hG₁`, `hG₂`, `hne`). It concludes that ⟨t₁⟩ = 0 and ⟨t₂⟩ = 0, that 1 + G₁ G₂ ⟨t₁ t₂⟩ ≠ 0, and that

Λ = (S₁ − S₂)/(G₁ − G₂)

The two displayed products are `a` and `b`, and `linear_combination b - a` is the subtraction. With a single species of weight one, S = e and t = 0 at both energies, and both sides are zero.

```lean
/-- Velicky Ward identity: for nonzero `G₁ ≠ G₂` both averaged t-matrices vanish, the vertex
denominator is nonzero, and the local vertex equals `(S₁ - S₂)/(G₁ - G₂)`. -/
theorem velicky_ward (hp : ∑ i, p i = 1) (h₁ : ∀ i, w₁ ≠ e i) (h₂ : ∀ i, w₂ ≠ e i)
    (hG₁ : locG p e w₁ ≠ 0) (hG₂ : locG p e w₂ ≠ 0) (hne : locG p e w₁ ≠ locG p e w₂) :
    avg p (siteT p e w₁) = 0 ∧ avg p (siteT p e w₂) = 0 ∧
      1 + locG p e w₁ * locG p e w₂ * pairT p e w₁ w₂ ≠ 0 ∧
      vertex p e w₁ w₂ =
        (selfEnergy p e w₁ - selfEnergy p e w₂) / (locG p e w₁ - locG p e w₂) := by
  have hR := resolvent_identity (p := p) h₁ h₂
  -- distinct Green functions force a nonzero pair propagator
  have hK : pairG p e w₁ w₂ ≠ 0 := by
    intro h
    rw [h, mul_zero] at hR
    exact hne (sub_eq_zero.mp hR)
  obtain ⟨hd, hv⟩ := vertex_eq hp h₁ h₂ hG₁ hG₂ hK
  refine ⟨avg_siteT hp h₁ hG₁, avg_siteT hp h₂ hG₂, hd, ?_⟩
  have a : (pairG p e w₁ w₂)⁻¹ * (locG p e w₁ - locG p e w₂) = w₂ - w₁ := by
    rw [hR]
    field_simp
  have b : (locG p e w₁ * locG p e w₂)⁻¹ * (locG p e w₁ - locG p e w₂)
      = (locG p e w₂)⁻¹ - (locG p e w₁)⁻¹ := by
    field_simp
  rw [hv, eq_div_iff (sub_ne_zero.mpr hne)]
  unfold selfEnergy
  linear_combination b - a
```

The identity ties the two-particle vertex to the one-particle self-energy, the kind of consistency associated with particle-number conservation in CPA response calculations, here for non-interacting electrons with one orbital per site and finitely many species. What is proved is the scalar single-site relation. The Bethe–Salpeter equation on the lattice, momentum dependence, conservation laws for response functions, continuous level distributions and the angular-momentum matrices of multiple-scattering CPA do not enter the theorems.

## Coinciding energies

At w₁ = w₂ = w the difference quotient is replaced by derivatives. From dgᵢ/dw = −gᵢ²,

dG/dw = −⟨g²⟩ = −K(w, w)

dS/dw = 1 + (dG/dw)/G² = 1 − K(w, w)/G²

and for K(w, w) ≠ 0 the formula Λ = 1/G² − 1/K gives

Λ(w, w) · dG/dw = −K(w, w)/G² + 1 = dS/dw

The derivatives in `ward_differential` are complex derivatives with respect to the cavity energy w and not the physical energy z. Since G₁ = G₂ here, K(w, w) ≠ 0 can no longer be deduced from distinct Green functions and is assumed as `hK`, together with normalised weights, w off all levels and G ≠ 0. The proof differentiates each term in `ht`, adds them with `HasDerivAt.fun_sum`, applies the rule for a reciprocal in `h0`, and closes with `vertex_eq`.

```lean
/-- Differential form at equal energies: `dG/dw = -K(w,w)` and, for nonzero `K(w,w)`,
`dS/dw` is the vertex at `(w,w)` times `dG/dw`. -/
theorem ward_differential (hp : ∑ i, p i = 1) (hw : ∀ i, w ≠ e i) (hG : locG p e w ≠ 0)
    (hK : pairG p e w w ≠ 0) :
    HasDerivAt (locG p e) (-pairG p e w w) w ∧
      HasDerivAt (selfEnergy p e) (vertex p e w w * -pairG p e w w) w := by
  have ht : ∀ i ∈ (univ : Finset ι), HasDerivAt (fun z => (p i : ℂ) * (z - e i)⁻¹)
      ((p i : ℂ) * (-1 / (w - e i) ^ 2)) w := by
    intro i _
    have h : HasDerivAt (fun z : ℂ => (z - e i)⁻¹) (-1 / (w - e i) ^ 2) w :=
      ((hasDerivAt_id' w).sub_const (e i)).inv (sub_ne_zero.mpr (hw i))
    exact h.const_mul _
  have hs := HasDerivAt.fun_sum ht
  have hs' : HasDerivAt (locG p e) _ w := hs
  have hd : HasDerivAt (locG p e) (-pairG p e w w) w := by
    refine hs'.congr_deriv ?_
    simp only [pairG, avg, ← Finset.sum_neg_distrib]
    refine Finset.sum_congr rfl fun i _ => ?_
    generalize w - e i = x
    ring
  have h0 := (hasDerivAt_id' w).sub (hd.inv hG)
  have hS : HasDerivAt (selfEnergy p e) _ w := h0
  refine ⟨hd, hS.congr_deriv ?_⟩
  rw [(vertex_eq hp hw hw hG hG hK).2]
  field_simp
  ring
```

## The retarded–advanced pair

Now let the levels be real (`he`), the weights non-negative (`hp0`) with sum one, and Im w ≠ 0. Then Im gᵢ = −Im w/|w − eᵢ|², so

Im G = −Im w · Σᵢ pᵢ/|w − eᵢ|²

Every |w − eᵢ|², written `Complex.normSq (w - e i)`, is positive, and some weight is positive because the weights sum to one. The sum is therefore positive and Im w · Im G < 0. The formula for Im G is `him`, the positive weight is `hj`, and the positivity of the sum is `hpos`.

```lean
/-- For real levels with probability weights and `w` off the real axis, `Im G` has the sign
opposite to `Im w`. -/
theorem im_mul_im_neg (hp0 : ∀ i, 0 ≤ p i) (hp : ∑ i, p i = 1) (he : ∀ i, (e i).im = 0)
    (hw : w.im ≠ 0) : w.im * (locG p e w).im < 0 := by
  have hn : ∀ i, 0 < (Complex.normSq (w - e i))⁻¹ := fun i =>
    inv_pos.mpr (Complex.normSq_pos.mpr (sub_ne_zero.mpr fun h => hw (by rw [h, he])))
  have him : (locG p e w).im = -w.im * ∑ i, p i * (Complex.normSq (w - e i))⁻¹ := by
    simp only [locG, avg, Complex.im_sum, Finset.mul_sum]
    refine Finset.sum_congr rfl fun i _ => ?_
    rw [Complex.im_ofReal_mul, Complex.inv_im, Complex.sub_im, he]
    ring
  obtain ⟨j, hj⟩ : ∃ j, 0 < p j := by
    by_contra h
    have : ∑ i, p i ≤ 0 := Finset.sum_nonpos fun i _ => not_lt.mp fun hi => h ⟨i, hi⟩
    linarith
  have hpos : 0 < ∑ i, p i * (Complex.normSq (w - e i))⁻¹ :=
    Finset.sum_pos' (fun i _ => mul_nonneg (hp0 i) (hn i).le)
      ⟨j, mem_univ j, mul_pos hj (hn j)⟩
  rw [him]
  nlinarith [mul_pos (mul_self_pos.mpr hw) hpos]
```

With * for complex conjugation, take w₁ = w and w₂ = w*. Real levels and weights give G(w*) = G(w)* and S(w*) = S(w)*, which are `hGc` and `hSc`. Both energies are off the real axis and hence off all levels, and Im G ≠ 0 makes G and G* nonzero and distinct. The main theorem applies. With I the imaginary unit, S − S* = 2I Im S and G − G* = 2I Im G, so

Λ(w, w*) = Im S/Im G

The theorem `ward_retarded_advanced` states this together with the nonzero denominator, for either sign of Im w and every finite probability distribution of real levels. The vertex is real for this pair.

```lean
/-- Retarded-advanced case: for real levels with probability weights and `w` off the real axis,
the vertex at `(w, conj w)` has a nonzero denominator and equals `Im S / Im G`. -/
theorem ward_retarded_advanced (hp0 : ∀ i, 0 ≤ p i) (hp : ∑ i, p i = 1)
    (he : ∀ i, (e i).im = 0) (hw : w.im ≠ 0) :
    1 + locG p e w * locG p e (conj w) * pairT p e w (conj w) ≠ 0 ∧
      vertex p e w (conj w) = (((selfEnergy p e w).im / (locG p e w).im : ℝ) : ℂ) := by
  have him : (locG p e w).im ≠ 0 :=
    right_ne_zero_of_mul (im_mul_im_neg hp0 hp he hw).ne
  have hc : ∀ i, conj (e i) = e i := fun i => Complex.conj_eq_iff_im.mpr (he i)
  -- the advanced quantities are the conjugates of the retarded ones
  have hGc : locG p e (conj w) = conj (locG p e w) := by simp [locG, avg, map_sum, hc]
  have hSc : selfEnergy p e (conj w) = conj (selfEnergy p e w) := by simp [selfEnergy, hGc]
  have hG : locG p e w ≠ 0 := fun h => him (by rw [h, Complex.zero_im])
  have h₂ : ∀ i, conj w ≠ e i := by
    intro i h
    have := congrArg Complex.im h
    rw [he, Complex.conj_im] at this
    exact hw (neg_eq_zero.mp this)
  obtain ⟨-, -, hd, hv⟩ := velicky_ward (w₁ := w) (w₂ := conj w) hp
    (fun i h => hw (by rw [h, he])) h₂ hG (by rw [hGc]; simpa using hG)
    (by rw [hGc]; exact fun h => him (Complex.conj_eq_iff_im.mp h.symm))
  refine ⟨hd, ?_⟩
  have hb : (((locG p e w).im : ℝ) : ℂ) ≠ 0 := Complex.ofReal_ne_zero.mpr him
  have hI := Complex.I_ne_zero
  rw [hv, hGc, hSc, Complex.sub_conj, Complex.sub_conj]
  push_cast
  field_simp

end

end VelickyWard
```

```lean
#print axioms VelickyWard.dyson_iff
#print axioms VelickyWard.velicky_ward
#print axioms VelickyWard.ward_differential
#print axioms VelickyWard.ward_retarded_advanced
```

```
'VelickyWard.dyson_iff' depends on axioms: [propext, Classical.choice, Quot.sound]
'VelickyWard.velicky_ward' depends on axioms: [propext, Classical.choice, Quot.sound]
'VelickyWard.ward_differential' depends on axioms: [propext, Classical.choice, Quot.sound]
'VelickyWard.ward_retarded_advanced' depends on axioms: [propext, Classical.choice, Quot.sound]
```

## A binary alloy in numbers

The arithmetic that follows is done on paper and is separate from the Lean file. Take levels +1 and −1 with weights 1/2, so that

G(w) = w/(w² − 1), S(w) = 1/w

For w₁ = 2 and w₂ = 3 the propagators on the two species are g₁ = (1, 1/3) and g₂ = (1/2, 1/4). Then G₁ = 2/3, G₂ = 3/8, S₁ = 1/2, S₂ = 1/3, and

K = (1/2)(1/2 + 1/12) = 7/24 = G₁ − G₂

as the resolvent identity requires for w₂ − w₁ = 1. The t-matrices are t₁ = (3/4, −3/4) and t₂ = (8/9, −8/9), each of zero mean, with ⟨t₁ t₂⟩ = 2/3. Since G₁ G₂ = 1/4, the denominator is 1 + 1/6 = 7/6, and

Λ = (2/3)/(7/6) = 4/7

(S₁ − S₂)/(G₁ − G₂) = (1/6)/(7/24) = 4/7

Replacing w₂ by −1/2 gives g₂ = (−2/3, 2) and G₂ = 2/3 = G₁. Then K = (1/2)(−2/3 + 2/3) = 0 and the denominator of the vertex vanishes, a case that `hne` excludes although w₁ ≠ w₂. At w = I one finds G = −I/2 and S = −I, so Im S/Im G = 2, in agreement with 1/|G|² − 1/K = 4 − 2 for K(I, −I) = 1/2.
